# Deleting one observation from an ordered real sample of even size leaves one of its two middle values as the median

The lemma `looMedian_eq` belongs to statistics and has no physical content: it concerns a finite sample of 2k+2 real numbers in non-decreasing order, ties allowed, with no assumption about how the sample arose. Counting positions from 0, it says that if the observation at position i is deleted, the median of the remaining 2k+1 values is the entry at position k when i > k, and the entry at position k+1 otherwise. The attempt first notes that the reduced sample is still ordered, so that its median is its central entry. It then splits on whether k < i and works out which entry of the original sample that is, using the Mathlib lemmas on `Fin.succAbove`, the map that skips position i.

As first written in Lean, the proof fails:

```lean
import Mathlib

open Finset

namespace JackknifeMedian

noncomputable section

/-- The median of a sample of odd size `2k+1`: the middle entry after sorting. -/
def oddMedian {k : ℕ} (y : Fin (2 * k + 1) → ℝ) : ℝ :=
  y (Tuple.sort y ⟨k, by omega⟩)

/-- The median of the sample of size `2k+2` after observation `i` has been deleted. -/
def looMedian {k : ℕ} (x : Fin (2 * k + 1 + 1) → ℝ) (i : Fin (2 * k + 1 + 1)) : ℝ :=
  oddMedian (k := k) (fun j => x (i.succAbove j))

/-- The entry at the lower of the two middle positions of a sample of size `2k+2`. -/
def lowerMiddle {k : ℕ} (x : Fin (2 * k + 1 + 1) → ℝ) : ℝ := x ⟨k, by omega⟩

/-- The entry at the upper of the two middle positions of a sample of size `2k+2`. -/
def upperMiddle {k : ℕ} (x : Fin (2 * k + 1 + 1) → ℝ) : ℝ := x ⟨k + 1, by omega⟩

/-- The median of an ordered sample of odd size is its central entry. -/
theorem oddMedian_of_monotone {k : ℕ} {y : Fin (2 * k + 1) → ℝ} (hy : Monotone y) :
    oddMedian y = y ⟨k, by omega⟩ := by
  have h : Tuple.sort y = Equiv.refl _ := Tuple.sort_eq_refl_iff_monotone.mpr hy
  exact congrArg (fun σ : Equiv.Perm (Fin (2 * k + 1)) => y (σ ⟨k, by omega⟩)) h

/-- In an ordered sample, deleting an observation above the lower middle position leaves the lower
middle value as median; any other deletion leaves the upper middle value. -/
theorem looMedian_eq {k : ℕ} {x : Fin (2 * k + 1 + 1) → ℝ} (hx : Monotone x)
    (i : Fin (2 * k + 1 + 1)) :
    looMedian x i = if k < i.val then lowerMiddle x else upperMiddle x := by
  -- the reduced sample is still ordered
  have hmono : Monotone (fun j => x (i.succAbove j)) :=
    hx.comp (Fin.strictMono_succAbove i).monotone
  have hmed : looMedian x i = x (i.succAbove ⟨k, by omega⟩) := oddMedian_of_monotone hmono
  rw [hmed]
  split_ifs with h
  · unfold lowerMiddle
    refine congrArg x ?_
    exact (Fin.succAbove_of_castSucc_lt _ _ (Fin.lt_def.mpr h)).trans rfl
  · unfold upperMiddle
    refine congrArg x ?_
    exact (Fin.succAbove_of_le_castSucc _ _ (Fin.le_def.mpr (not_lt.mp h))).trans rfl

end

end JackknifeMedian
```

Messages:

```
Main.lean:42:60: error: Application type mismatch: The argument
  h
has type
  k < ↑i
but is expected to have type
  ↑(Fin.castSucc ?m.110) < ↑?m.113
in the application
  Fin.lt_def.mpr h
Main.lean:45:71: error: Application type mismatch: The argument
  h
has type
  ¬k < ↑i
but is expected to have type
  ¬↑(Fin.castSucc ?m.130) < ↑?m.132
in the application
  not_lt.mp h
```

Diagnosis. Both messages report the same fault, once in each case of the split. The `Fin.succAbove` lemmas want an inequality between `i` and `Fin.castSucc` of the central index, but the hypothesis `h` speaks of the natural numbers `k` and `↑i`. With that index known, the two forms agree by definition, since the value of `Fin.castSucc ⟨k, _⟩` is `k`. Here it was not known: the indices were left as `_`, and because `.trans rfl` follows, the goal had not yet fixed them when `h` was checked. Lean therefore had to match `k` with `↑(Fin.castSucc ?m.110)`, and in the second case with `↑(Fin.castSucc ?m.130)`, and it does not invent an index whose value is `k`.

The repair states each inequality first, as `h'`, with `⟨k, by omega⟩` written out. Lean then only has to check that the two forms agree, and `h'` tells the lemma which indices are meant. In the second case `hle` first turns the negated inequality into `i.val ≤ k`. Writing `i` in place of the first `_` is mere tidying, as `h'` already determines it.

The repair, with which the file compiles:

```diff
@@ -40,8 +40,11 @@
   · unfold lowerMiddle
     refine congrArg x ?_
-    exact (Fin.succAbove_of_castSucc_lt _ _ (Fin.lt_def.mpr h)).trans rfl
+    have h' : Fin.castSucc (⟨k, by omega⟩ : Fin (2 * k + 1)) < i := Fin.lt_def.mpr h
+    exact (Fin.succAbove_of_castSucc_lt i _ h').trans rfl
   · unfold upperMiddle
     refine congrArg x ?_
-    exact (Fin.succAbove_of_le_castSucc _ _ (Fin.le_def.mpr (not_lt.mp h))).trans rfl
+    have hle : i.val ≤ k := not_lt.mp h
+    have h' : i ≤ Fin.castSucc (⟨k, by omega⟩ : Fin (2 * k + 1)) := Fin.le_def.mpr hle
+    exact (Fin.succAbove_of_le_castSucc i _ h').trans rfl
 
 end
```
